# On finitely many sites, a density matrix of N occupied orbitals exists if N does not exceed the number of sites

For a finite set `X` of points in three-dimensional space and a natural number `N` no larger than the number of those points, the theorem states that some complex matrix indexed by `X` is Hermitian, equal to its own square, and of trace `N`. In physics, such a matrix is the one-particle density matrix, in an orthonormal basis with one orbital per site, of `N` fully occupied orthonormal orbitals, as in a single Slater determinant, with no separate spin index. No Hamiltonian enters, so nothing is said about energies or ground states. The attempt chooses a set `S` of exactly `N` sites and takes the diagonal matrix with 1 at the sites of `S` and 0 elsewhere, then checks the three properties in turn.

Lean 4 with Mathlib refuses this proof:

```lean
import Mathlib

open scoped Classical

namespace ExistsProjector

noncomputable section

/-- Points of three-dimensional space. -/
abbrev Point := EuclideanSpace ℝ (Fin 3)

variable {X : Finset Point} {N : ℕ} {a w u : ℝ}

/-- A density matrix of `N` occupied orbitals: a Hermitian projector of trace `N`. -/
structure IsProjector (N : ℕ) (P : Matrix X X ℂ) : Prop where
  herm : P.IsHermitian
  idem : P * P = P
  trace_eq : P.trace = (N : ℂ)

/-- There is a projector of trace `N` whenever `N` is at most the number of sites. -/
theorem exists_projector (hN : N ≤ X.card) : ∃ P : Matrix X X ℂ, IsProjector N P := by
  have hN' : N ≤ (Finset.univ : Finset X).card := by rwa [Finset.card_univ, Fintype.card_coe]
  obtain ⟨S, -, hS⟩ := Finset.exists_subset_card_eq hN'
  -- occupy the sites of `S`
  refine ⟨Matrix.diagonal fun x => if x ∈ S then 1 else 0, ?_, ?_, ?_⟩
  · rw [Matrix.IsHermitian, Matrix.diagonal_conjTranspose]
    congr 1
    ext x
    by_cases hx : x ∈ S <;> simp [hx]
  · rw [Matrix.diagonal_mul_diagonal]
    congr 1
    ext x
    by_cases hx : x ∈ S <;> simp [hx]
  · rw [Matrix.trace_diagonal]
    simp [hS]

end

end ExistsProjector
```

Messages:

```
Main.lean:34:2: error: unsolved goals
case refine_3
X : Finset Point
N : ℕ
hN : N ≤ X.card
hN' : N ≤ Finset.univ.card
S : Finset ↥X
hS : S.card = N
⊢ (X.attach ∩ S).card = N
Main.lean:35:10: warning: This simp argument is unused:
  hS

Hint: Omit it from the simp argument list.
  [apply] simp

Note: This linter can be disabled with `set_option linter.unusedSimpArgs false`
```

The error concerns only the trace, which is a sum of ones and zeros over `Finset.univ`, the set of all elements of the subtype `↥X`. `simp` reduces this sum to a count, but it also rewrites `Finset.univ` to `X.attach` by the simp lemma `Finset.univ_eq_attach`. The two sets are equal, so the intersection in the remaining goal `(X.attach ∩ S).card = N` is just `S`. But the simp lemma that would remove it, `Finset.univ_inter`, is stated for `Finset.univ` and does not match `X.attach`. The term `S.card` therefore never appears, `hS` has nothing to rewrite, and the linter reports it as unused.

The repair uses `simp only [Finset.sum_boole]` to turn the sum into the cast of the cardinality of a filtered set, and stops there. The `refine` line reduces the equality of casts to one of natural numbers and supplies `hS` for the step from `S.card` to `N`, leaving only the equality of the filtered set with `S`. `ext x` turns this into a statement about membership of a single site. `simp` can prove that even if it rewrites `Finset.univ` to `X.attach` again, because it knows that every element of the subtype belongs to `X.attach`.

As a diff, the version that Lean accepts:

```diff
@@ -33,5 +33,9 @@
     by_cases hx : x ∈ S <;> simp [hx]
   · rw [Matrix.trace_diagonal]
-    simp [hS]
+    simp only [Finset.sum_boole]
+    -- the occupied sites are exactly those of `S`
+    refine congrArg Nat.cast ((congrArg Finset.card ?_).trans hS)
+    ext x
+    simp
 
 end
```
